# Pechukas–Yukawa level dynamics for finite matrices $H_0 + tV$ with distinct levels

Turn up a static electric field on an atom or molecule, and its energy levels move, approach one another and often turn away before they meet, while their eigenstates mix. Suppose the levels and eigenstates are known at one field strength. How fast does each level move there, how fast do the states mix, and how does the slope of each level itself change?

Let $H(t) = H_0 + tV$, where the real number $t$ is the strength of the perturbation $V$. Both $H_0$ and $V$ are complex matrices in a fixed orthonormal basis, labelled by a finite index type `ι`. Replacing the Hamiltonian of a real system by such a finite matrix is a step that the hypotheses below do not justify. A prime means $d/dt$, taken entry by entry: `HasMatDerivAt F F' t` says that each entry of $F$ is differentiable at $t$, with the matching entry of $F'$ as its derivative.

```lean
import Mathlib

open Matrix

namespace PechukasYukawaDynamics

noncomputable section

variable {ι : Type*}

/-- The matrix function `F` has the entrywise derivative `F'` at the parameter value `t`. -/
def HasMatDerivAt (F : ℝ → Matrix ι ι ℂ) (F' : Matrix ι ι ℂ) (t : ℝ) : Prop :=
  ∀ i j, HasDerivAt (fun s => F s i j) (F' i j) t

/-- The Hamiltonian `H₀ + t V` with perturbation strength `t`. -/
def hamiltonian (H₀ V : Matrix ι ι ℂ) (t : ℝ) : Matrix ι ι ℂ := H₀ + (t : ℂ) • V
```

## (a) Functions that agree on an open set

**Task.** Let $F(s)=G(s)$ for all $s$ in an open set $J$ containing $t$, and let $G'(t)=A$. Show that

$$F'(t)=A.$$

**Solution.** Since $J$ is open, $t+h$ lies in $J$ for all small $h$. For these $h$,

$$\frac{F_{ij}(t+h)-F_{ij}(t)}{h}=\frac{G_{ij}(t+h)-G_{ij}(t)}{h}\to A_{ij}.$$

In Lean, `hJ.mem_nhds ht` supplies the neighbourhood of $t$. The lemma is needed because the eigenvalue equation and unitarity will be known only on $J$.

```lean
/-- Matrix functions that agree on an open set have the same derivative there. -/
theorem HasMatDerivAt.congr_on {F G : ℝ → Matrix ι ι ℂ} {A : Matrix ι ι ℂ} {t : ℝ}
    {J : Set ℝ} (hG : HasMatDerivAt G A t) (hJ : IsOpen J) (ht : t ∈ J)
    (h : ∀ s ∈ J, F s = G s) : HasMatDerivAt F A t := by
  intro i j
  refine (hG i j).congr_of_eventuallyEq ?_
  filter_upwards [hJ.mem_nhds ht] with s hs
  exact congrFun (congrFun (h s hs) i) j
```

## (b) The product rule for matrices

**Task.** For differentiable $F$ and $G$, show that

$$(FG)'=F'G+FG'.$$

**Solution.** The entry $(FG)_{ij}=\sum_k F_{ik}G_{kj}$ is a finite sum of scalar products, so

$$(FG)'_{ij}=\sum_k\left(F'_{ik}G_{kj}+F_{ik}G'_{kj}\right).$$

The factors keep their order, since matrices need not commute. The Lean proof expands the entries in the same way and applies the scalar rule to each term.

```lean
variable [Fintype ι]

/-- Product rule for matrix functions, with the order of the factors kept. -/
theorem HasMatDerivAt.mul {F G : ℝ → Matrix ι ι ℂ} {F' G' : Matrix ι ι ℂ} {t : ℝ}
    (hF : HasMatDerivAt F F' t) (hG : HasMatDerivAt G G' t) :
    HasMatDerivAt (fun s => F s * G s) (F' * G t + F t * G') t := by
  intro i j
  simp only [Matrix.mul_apply, Matrix.add_apply, ← Finset.sum_add_distrib]
  exact HasDerivAt.fun_sum fun k _ => (hF i k).fun_mul (hG k j)
```

## The moving eigenbasis

Let the columns of $U(t)$ be the eigenvectors $|n(t)\rangle$, with levels $E_n(t)$, and write $U^*$ for the conjugate transpose, `ᴴ` in Lean. Define

$$W=U^*VU,\qquad d=U^*U',$$

so that $W_{mn}=\langle m|V|n\rangle$ and $d_{mn}=\langle m|n'\rangle$. The code calls $W$ `force`, although a mechanical force would carry a minus sign, and in the picture of levels as moving particles $W_{nn}$ plays the part of a velocity. The matrix $d$ is `coupling`, the derivative coupling between eigenstates.

```lean
/-- The matrix `W = U* V U`. If the columns of `U t` are orthonormal eigenvectors, it is `V` in the
moving eigenbasis. -/
def force (V : Matrix ι ι ℂ) (U : ℝ → Matrix ι ι ℂ) (t : ℝ) : Matrix ι ι ℂ :=
  (U t)ᴴ * V * U t

/-- The matrix `d = U* U'`. If the columns of `U t` are orthonormal eigenvectors and `U'` is the
derivative of `U`, it is the derivative coupling between them. -/
def coupling (U U' : ℝ → Matrix ι ι ℂ) (t : ℝ) : Matrix ι ι ℂ := (U t)ᴴ * U' t
```

The structure `EigenFrame` collects the hypotheses: $J$ is open and, at every $t\in J$, $U^*U=1$, $U$ has derivative $U'$, and $HU=UD$ with $D=\mathrm{diag}(E_n)$ and real $E_n$. The existence of a differentiable $U$ is assumed, but differentiability of the levels is not.

Hermiticity needs no separate hypothesis. On $J$ we have $H=UDU^*$, which is Hermitian. If $J$ is nonempty, it contains two different values $s$ and $t$, so $V=(H(t)-H(s))/(t-s)$ is Hermitian, and then so is $H_0$.

```lean
variable [DecidableEq ι]

/-- On the open set `J` the columns of the unitary matrix `U t`, with derivative `U' t`, are
eigenvectors of `H₀ + t V` with real levels `E t n`. -/
structure EigenFrame (H₀ V : Matrix ι ι ℂ) (J : Set ℝ) (U U' : ℝ → Matrix ι ι ℂ)
    (E : ℝ → ι → ℝ) : Prop where
  isOpen : IsOpen J
  unitary : ∀ t ∈ J, (U t)ᴴ * U t = 1
  hasDeriv : ∀ t ∈ J, HasMatDerivAt U (U' t) t
  eigen : ∀ t ∈ J, hamiltonian H₀ V t * U t = U t * diagonal (fun n => (E t n : ℂ))
```

## (c) Differentiation in the moving eigenbasis

**Task.** For a matrix function $F$ differentiable at $t\in J$, show that

$$(U^*FU)'=U^*F'U+(U^*FU)\,d-d\,(U^*FU).$$

**Solution.** Differentiating $U^*U=1$ gives $(U')^*U+U^*U'=0$, hence $(U')^*U=-d$. For finite square matrices $UU^*=1$ as well, so

$$(U')^*=-d\,U^*,\qquad U'=U\,d.$$

The product rule now gives

$$(U^*FU)'=(U')^*FU+U^*F'U+U^*FU'=-d\,U^*FU+U^*F'U+U^*FU\,d.$$

In the Lean proof, `e` is the differentiated unitarity condition, obtained with (a) and (b), while `a` and `r` are the two expressions for $(U')^*$ and $U'$. After they are substituted, `noncomm_ring` reorders the sum without commuting any factors.

```lean
variable {H₀ V : Matrix ι ι ℂ} {J : Set ℝ} {U U' : ℝ → Matrix ι ι ℂ} {E : ℝ → ι → ℝ} {t : ℝ}

/-- In the moving eigenbasis a differentiable matrix `F` obeys
`(U* F U)' = U* F' U + (U* F U) d - d (U* F U)`. -/
theorem moving_frame_deriv (h : EigenFrame H₀ V J U U' E) (ht : t ∈ J)
    {F : ℝ → Matrix ι ι ℂ} {F' : Matrix ι ι ℂ} (hF : HasMatDerivAt F F' t) :
    HasMatDerivAt (fun s => (U s)ᴴ * F s * U s)
      ((U t)ᴴ * F' * U t + (U t)ᴴ * F t * U t * coupling U U' t
        - coupling U U' t * ((U t)ᴴ * F t * U t)) t := by
  have hU := h.hasDeriv t ht
  have hA : HasMatDerivAt (fun s => (U s)ᴴ) (U' t)ᴴ t := fun i j => (hU j i).star
  have hUU := mul_eq_one_comm.mp (h.unitary t ht)
  -- unitarity makes the coupling anti-Hermitian
  have h1 : HasMatDerivAt (fun _ => (1 : Matrix ι ι ℂ)) 0 t := fun i j => hasDerivAt_const t _
  have hc := h1.congr_on h.isOpen ht h.unitary
  have e : (U' t)ᴴ * U t + (U t)ᴴ * U' t = 0 := by
    ext i j
    exact (hA.mul hU i j).unique (hc i j)
  have a : (U' t)ᴴ = -(coupling U U' t * (U t)ᴴ) := calc
    _ = (U' t)ᴴ * U t * (U t)ᴴ := by rw [Matrix.mul_assoc, hUU, Matrix.mul_one]
    _ = _ := by rw [eq_neg_of_add_eq_zero_left e, Matrix.neg_mul, coupling]
  have r : U' t = U t * coupling U U' t := by
    rw [coupling, ← Matrix.mul_assoc, hUU, Matrix.one_mul]
  have hP : HasMatDerivAt (fun s => (U s)ᴴ * F s * U s)
      (((U' t)ᴴ * F t + (U t)ᴴ * F') * U t + (U t)ᴴ * F t * U' t) t := (hA.mul hF).mul hU
  rw [a, r] at hP
  convert hP using 1
  noncomm_ring
```

## (d) The derivative of the level matrix

**Task.** Show that $D$ is differentiable on $J$, with

$$D'=W+Dd-dD.$$

**Solution.** Multiplying $HU=UD$ by $U^*$ from the left gives $D=U^*HU$ on $J$. Here $H'=V$. Putting $F=H$ in (c) gives

$$D'=U^*VU+Dd-dD=W+Dd-dD.$$

In Lean, `hH` is $H'=V$ and `hD` is $D=U^*HU$. Part (a) carries the derivative over to $D$.

```lean
/-- The diagonal matrix `D` of levels obeys `D' = W + D d - d D`. -/
theorem levels_deriv (h : EigenFrame H₀ V J U U' E) (ht : t ∈ J) :
    HasMatDerivAt (fun s => diagonal (fun n => (E s n : ℂ)))
      (force V U t + diagonal (fun n => (E t n : ℂ)) * coupling U U' t
        - coupling U U' t * diagonal (fun n => (E t n : ℂ))) t := by
  have hH : HasMatDerivAt (hamiltonian H₀ V) V t := by
    intro i j
    have h1 : HasDerivAt (fun s : ℝ => (s : ℂ)) 1 t := by
      simpa using (hasDerivAt_id t).ofReal_comp
    exact ((h1.mul_const (V i j)).const_add (H₀ i j)).congr_deriv (one_mul _)
  have hD : ∀ s ∈ J, diagonal (fun n => (E s n : ℂ)) = (U s)ᴴ * hamiltonian H₀ V s * U s := by
    intro s hs
    rw [Matrix.mul_assoc, h.eigen s hs, ← Matrix.mul_assoc, h.unitary s hs, Matrix.one_mul]
  have k := moving_frame_deriv h ht hH
  rw [← hD t ht] at k
  exact k.congr_on h.isOpen ht hD
```

## (e) Slopes, couplings and the motion of $W$

**Task.** At a $t\in J$ where the levels are distinct, show that

$$E_n'=W_{nn},\qquad d_{mn}=\frac{W_{mn}}{E_n-E_m}\quad(m\ne n),\qquad W'=Wd-dW.$$

**Solution.** The $(m,n)$ entry of (d) is

$$D'_{mn}=W_{mn}+(E_m-E_n)\,d_{mn}.$$

For $m=n$ the last term vanishes, which leaves the Hellmann–Feynman formula $E_n'=W_{nn}$. For $m\ne n$ the entry $D_{mn}$ is zero for all parameters, so its derivative is zero and $(E_n-E_m)\,d_{mn}=W_{mn}$. Division by the nonzero gap gives the coupling. The third equation is (c) with the constant function $F=V$.

Distinctness is written `Function.Injective (E t)` and is required only at the given $t$. Only the division uses it. The three bullets of the Lean proof treat the three equations in turn; in the second, `k.unique` identifies the off-diagonal derivative with zero. Lean states the first equation for $E_n$ regarded as a complex-valued function, because $W$ has complex entries.

The diagonal entries $d_{nn}$ stay free, since they depend on the phases of the eigenvectors. With phases chosen so that $d_{nn}=0$, the right-hand sides involve only $E$ and $W$. Pechukas–Yukawa dynamics is often presented as a Hamiltonian system of interacting particles, with rescaled off-diagonal elements as variables; the theorem gives the equations of motion in terms of $W$ and makes no statement about that canonical structure. For electronic states in a finite fixed basis, with a Hamiltonian linear in one parameter, $d_{mn}$ is the nonadiabatic coupling along that parameter.

```lean
/-- Pechukas-Yukawa level dynamics: where the levels are distinct, `E_n' = W_nn`,
`d_mn = W_mn / (E_n - E_m)` for `m ≠ n`, and `W' = W d - d W`. -/
theorem pechukas_yukawa (h : EigenFrame H₀ V J U U' E) (ht : t ∈ J)
    (hE : Function.Injective (E t)) :
    (∀ n, HasDerivAt (fun s => (E s n : ℂ)) (force V U t n n) t) ∧
    (∀ m n, m ≠ n → coupling U U' t m n = force V U t m n / ((E t n : ℂ) - E t m)) ∧
    HasMatDerivAt (force V U)
      (force V U t * coupling U U' t - coupling U U' t * force V U t) t := by
  refine ⟨fun n => ?_, fun m n hmn => ?_, ?_⟩
  · have k := levels_deriv h ht n n
    simp only [diagonal_apply_eq, Matrix.sub_apply, Matrix.add_apply, diagonal_mul,
      mul_diagonal] at k
    exact k.congr_deriv (by ring)
  · -- off the diagonal the level matrix stays zero
    have k := levels_deriv h ht m n
    simp only [diagonal_apply_ne _ hmn, Matrix.sub_apply, Matrix.add_apply, diagonal_mul,
      mul_diagonal] at k
    have e := k.unique (hasDerivAt_const t (0 : ℂ))
    rw [eq_div_iff (sub_ne_zero.mpr fun q => hmn (hE (Complex.ofReal_injective q)).symm)]
    linear_combination -e
  · have hV : HasMatDerivAt (fun _ => V) 0 t := fun i j => hasDerivAt_const t _
    have k := moving_frame_deriv h ht hV
    rw [Matrix.mul_zero, Matrix.zero_mul, zero_add] at k
    exact k
```

## (f) The acceleration of a level

**Task.** At a $t\in J$ where the levels are distinct, show that

$$W_{nn}'=2\sum_{k\ne n}\frac{W_{nk}W_{kn}}{E_n-E_k}.$$

**Solution.** The diagonal of the last equation in (e) is

$$W_{nn}'=\sum_k\left(W_{nk}d_{kn}-d_{nk}W_{kn}\right).$$

The term $k=n$ cancels. For $k\ne n$,

$$d_{kn}=\frac{W_{kn}}{E_n-E_k},\qquad d_{nk}=-\frac{W_{nk}}{E_n-E_k},$$

so both products contribute $W_{nk}W_{kn}/(E_n-E_k)$, which gives the factor 2.

The Lean proof splits off the term $k=n$ with `Finset.add_sum_erase` and inserts the couplings `hd` into the others. The set `Finset.univ.erase n` contains every index except $n$; for a single level it is empty and the slope has derivative zero.

The diagonal of (d) gives $E_n'=W_{nn}$ throughout $J$, so the left-hand side is $E_n''$. As $V$ is Hermitian, $W_{nk}W_{kn}=|W_{nk}|^2$. Each lower level therefore contributes a nonnegative amount to $E_n''$ and each higher level a nonpositive one, which is level repulsion in this finite model.

```lean
/-- Level acceleration: where the levels are distinct, the slope `W_nn` of level `n` has the
derivative `2 ∑_{k ≠ n} W_nk W_kn / (E_n - E_k)`. -/
theorem level_acceleration (h : EigenFrame H₀ V J U U' E) (ht : t ∈ J)
    (hE : Function.Injective (E t)) (n : ι) :
    HasDerivAt (fun s => force V U s n n) (2 * ∑ k ∈ Finset.univ.erase n,
      force V U t n k * force V U t k n / ((E t n : ℂ) - E t k)) t := by
  obtain ⟨-, hd, hW⟩ := pechukas_yukawa h ht hE
  refine (hW n n).congr_deriv ?_
  rw [Matrix.sub_apply, Matrix.mul_apply, Matrix.mul_apply, ← Finset.sum_sub_distrib,
    ← Finset.add_sum_erase _ _ (Finset.mem_univ n),
    mul_comm (coupling U U' t n n), sub_self, zero_add, Finset.mul_sum]
  refine Finset.sum_congr rfl fun k hk => ?_
  have hkn : k ≠ n := Finset.ne_of_mem_erase hk
  rw [hd k n hkn, hd n k hkn.symm, ← neg_sub (E t n : ℂ) (E t k), div_neg]
  ring
```

## (g) An avoided crossing

The last part uses the matrix `rotation c s`. It is a rotation only if $c^2+s^2=1$; the same form with other arguments also serves for $U'$.

```lean
/-- The real matrix with rows `(c, -s)` and `(s, c)`. -/
def rotation (c s : ℝ) : Matrix (Fin 2) (Fin 2) ℂ := !![(c : ℂ), -(s : ℂ); (s : ℂ), (c : ℂ)]
```

**Task.** Take $H_0=\sigma_z$ and $V=\sigma_x$, the Pauli matrices. Show that the hypotheses hold on the whole real line, with distinct levels and frame

$$E_0=\sqrt{1+t^2},\quad E_1=-\sqrt{1+t^2},\qquad U=\begin{pmatrix}\cos\theta&-\sin\theta\\ \sin\theta&\cos\theta\end{pmatrix},\quad \theta=\tfrac12\arctan t.$$

**Solution.** Let $r=\sqrt{1+t^2}$. Then $\cos2\theta=1/r$ and $\sin2\theta=t/r$, and the first column satisfies

$$\begin{pmatrix}1&t\\t&-1\end{pmatrix}\begin{pmatrix}\cos\theta\\\sin\theta\end{pmatrix}
=r\begin{pmatrix}\cos2\theta\cos\theta+\sin2\theta\sin\theta\\ \sin2\theta\cos\theta-\cos2\theta\sin\theta\end{pmatrix}
=r\begin{pmatrix}\cos\theta\\\sin\theta\end{pmatrix}.$$

The same identities give

$$H\begin{pmatrix}-\sin\theta\\\cos\theta\end{pmatrix}
=\begin{pmatrix}r\sin\theta\\-r\cos\theta\end{pmatrix}
=-r\begin{pmatrix}-\sin\theta\\\cos\theta\end{pmatrix}.$$

Unitarity is $\cos^2\theta+\sin^2\theta=1$. The chain rule with $\theta'=1/(2(1+t^2))$ gives $U'$, and $r>0$ makes the levels distinct.

In Lean, `unit`, `der`, `eig` and `inj` establish unitarity, the derivative, the eigenvalue equation and distinctness, each under a stated condition on its real arguments. The double-angle formulas `c2` and `s2`, with $\cos^2\theta+\sin^2\theta=1$, then supply the two equations that `eig` needs.

```lean
/-- The avoided crossing `σ_z + t σ_x` has, for all real `t`, the distinct levels `±√(1 + t²)`
and an eigenframe that is a rotation by the angle `arctan t / 2`. -/
theorem avoided_crossing_witness :
    EigenFrame !![1, 0; 0, -1] !![0, 1; 1, 0] Set.univ
      (fun t => rotation (Real.cos (Real.arctan t / 2)) (Real.sin (Real.arctan t / 2)))
      (fun t => rotation (-Real.sin (Real.arctan t / 2) * (1 / (1 + t ^ 2) / 2))
        (Real.cos (Real.arctan t / 2) * (1 / (1 + t ^ 2) / 2)))
      (fun t => ![√(1 + t ^ 2), -√(1 + t ^ 2)]) ∧
    ∀ t : ℝ, Function.Injective ![√(1 + t ^ 2), -√(1 + t ^ 2)] := by
  have hpos : ∀ t : ℝ, 0 < √(1 + t ^ 2) := fun t => Real.sqrt_pos.mpr (by positivity)
  -- four auxiliary facts, each under the conditions stated in it
  have unit : ∀ c s : ℝ, s ^ 2 + c ^ 2 = 1 → (rotation c s)ᴴ * rotation c s = 1 := by
    intro c s q
    have e : (rotation c s)ᴴ * rotation c s = ((s ^ 2 + c ^ 2 : ℝ) : ℂ) • 1 := by
      ext i j
      fin_cases i <;> fin_cases j <;>
        simp [rotation, Matrix.mul_apply, Fin.sum_univ_two] <;> ring
    rw [e, q, Complex.ofReal_one, one_smul]
  have der : ∀ (c s : ℝ → ℝ) (c' s' t : ℝ), HasDerivAt c c' t → HasDerivAt s s' t →
      HasMatDerivAt (fun r => rotation (c r) (s r)) (rotation c' s') t := by
    intro c s c' s' t hc hs i j
    fin_cases i <;> fin_cases j
    · exact hc.ofReal_comp
    · exact hs.ofReal_comp.fun_neg
    · exact hs.ofReal_comp
    · exact hc.ofReal_comp
  have eig : ∀ t c s r : ℝ, c + t * s = r * c → t * c - s = r * s →
      hamiltonian !![1, 0; 0, -1] !![0, 1; 1, 0] t * rotation c s
        = rotation c s * diagonal (fun n => ((![r, -r] n : ℝ) : ℂ)) := by
    intro t c s r A B
    have A' : (c : ℂ) + t * s = r * c := by exact_mod_cast A
    have B' : (t : ℂ) * c - s = r * s := by exact_mod_cast B
    ext i j
    rw [mul_diagonal]
    fin_cases i <;> fin_cases j <;>
      simp [hamiltonian, rotation, Matrix.mul_apply, Fin.sum_univ_two]
    · linear_combination A'
    · linear_combination B'
    · linear_combination B'
    · linear_combination -A'
  have inj : ∀ r : ℝ, 0 < r → Function.Injective ![r, -r] := by
    intro r hr i j hij
    fin_cases i <;> fin_cases j
    · rfl
    · exact (by linarith [show r = -r from hij] : False).elim
    · exact (by linarith [show -r = r from hij] : False).elim
    · rfl
  refine ⟨⟨isOpen_univ, fun t _ => unit _ _ (Real.sin_sq_add_cos_sq (Real.arctan t / 2)),
    fun t _ => ?_, fun t _ => ?_⟩, fun t => inj _ (hpos t)⟩
  · have ha := (Real.hasDerivAt_arctan t).div_const 2
    exact der _ _ _ _ t ha.cos ha.sin
  · -- double-angle formulas for the mixing angle
    have e : 2 * (Real.arctan t / 2) = Real.arctan t := by ring
    have c2 := Real.cos_two_mul (Real.arctan t / 2)
    have s2 := Real.sin_two_mul (Real.arctan t / 2)
    have p := Real.sin_sq_add_cos_sq (Real.arctan t / 2)
    rw [e, Real.cos_arctan, div_eq_iff (hpos t).ne'] at c2
    rw [e, Real.sin_arctan, div_eq_iff (hpos t).ne'] at s2
    refine eig t (Real.cos (Real.arctan t / 2)) (Real.sin (Real.arctan t / 2))
      (√(1 + t ^ 2)) ?_ ?_
    · linear_combination Real.cos (Real.arctan t / 2) * c2
        + Real.sin (Real.arctan t / 2) * s2
        + 2 * √(1 + t ^ 2) * Real.cos (Real.arctan t / 2) * p
    · linear_combination Real.cos (Real.arctan t / 2) * s2
        - Real.sin (Real.arctan t / 2) * c2

end

end PechukasYukawaDynamics
```

```lean
#print axioms PechukasYukawaDynamics.pechukas_yukawa
#print axioms PechukasYukawaDynamics.level_acceleration
```

```
'PechukasYukawaDynamics.pechukas_yukawa' depends on axioms: [propext, Classical.choice, Quot.sound]
'PechukasYukawaDynamics.level_acceleration' depends on axioms: [propext, Classical.choice, Quot.sound]
```
